# The derivative of exp(−isP) A exp(isP) with respect to s is the displaced commutator −i[P, A]

For finite square complex matrices P and A and a real distance s, the displaced operator is exp(−isP) A exp(isP). The declaration states that its derivative at s is exp(−isP) (−i[P, A]) exp(isP), the first-order change −i[P, A] displaced by the same distance. P generates the displacement and need not be Hermitian, so the exponentials need not be unitary. The attempt differentiates the two exponentials, combines them by the product rule, and then tries to match the result to the stated derivative by writing −i[P, A] as (−iP)A + A(iP), expanding and reassociating.

The first attempt, which Lean rejects:

```lean
import Mathlib

open Matrix
open scoped Matrix.Norms.Operator

namespace HasDerivAtDisplace

noncomputable section

variable {ι κ : Type*} [Fintype ι] [DecidableEq ι] [Fintype κ]

/-- The first-order change `-i[P, A]` of an operator `A` under the displacement generated
by `P`. -/
def deriv1 (P A : Matrix ι ι ℂ) : Matrix ι ι ℂ := (-Complex.I) • (P * A - A * P)

/-- The operator `A` displaced rigidly by the distance `s`: `exp(-isP) A exp(isP)`. -/
def displace (P : Matrix ι ι ℂ) (s : ℝ) (A : Matrix ι ι ℂ) : Matrix ι ι ℂ :=
  NormedSpace.exp (s • ((-Complex.I) • P)) * A * NormedSpace.exp (s • (Complex.I • P))

/-- The derivative of a displaced operator with respect to the distance is the displaced
commutator `-i[P, A]`. -/
theorem hasDerivAt_displace (P A : Matrix ι ι ℂ) (s : ℝ) :
    HasDerivAt (fun t : ℝ => displace P t A) (displace P s (deriv1 P A)) s := by
  have h1 := hasDerivAt_exp_smul_const ((-Complex.I) • P) s
  have h2 := hasDerivAt_exp_smul_const' (Complex.I • P) s
  have h := (h1.mul_const A).fun_mul h2
  refine h.congr_deriv ?_
  have hc : deriv1 P A = ((-Complex.I) • P) * A + A * (Complex.I • P) := by
    rw [deriv1, Matrix.smul_mul, Matrix.mul_smul]
    module
  rw [displace, hc]
  simp only [mul_add, add_mul, mul_assoc]

end

end HasDerivAtDisplace
```

Messages:

```
Main.lean:23:78: error: unsolved goals
ι : Type u_1
inst✝¹ : Fintype ι
inst✝ : DecidableEq ι
P A : Matrix ι ι ℂ
s : ℝ
h1 :
  HasDerivAt (fun u => NormedSpace.exp (u • -Complex.I • P)) (NormedSpace.exp (s • -Complex.I • P) * -Complex.I • P) s
h2 : HasDerivAt (fun u => NormedSpace.exp (u • Complex.I • P)) (Complex.I • P * NormedSpace.exp (s • Complex.I • P)) s
h :
  HasDerivAt (fun i => NormedSpace.exp (i • -Complex.I • P) * A * NormedSpace.exp (i • Complex.I • P))
    (NormedSpace.exp (s • -Complex.I • P) * -Complex.I • P * A * NormedSpace.exp (s • Complex.I • P) +
      NormedSpace.exp (s • -Complex.I • P) * A * (Complex.I • P * NormedSpace.exp (s • Complex.I • P)))
    s
hc : deriv1 P A = -Complex.I • P * A + A * Complex.I • P
⊢ NormedSpace.exp (s • -Complex.I • P) * (-Complex.I • P * (A * NormedSpace.exp (s • Complex.I • P))) +
      NormedSpace.exp (s • -Complex.I • P) * (A * (Complex.I • P * NormedSpace.exp (s • Complex.I • P))) =
    NormedSpace.exp (s • -Complex.I • P) * (-Complex.I • P * (A * NormedSpace.exp (s • Complex.I • P))) +
      NormedSpace.exp (s • -Complex.I • P) * (A * (Complex.I • P * NormedSpace.exp (s • Complex.I • P)))
```

The only error is an unsolved goal left after the last `simp only`. The calculus has gone through, and so has the algebra: the two sides of the remaining equation print exactly alike. What still separates them is in the parts Lean does not print. One side comes from the derivative lemmas, which work through the normed structure on matrices, and the other from the definitions of `displace` and `deriv1`, which use the matrix operations directly. These are the same operations by definition, but seeing this requires unfolding the normed structure. `simp only` rewrites with the distributive and associative laws, and the limited reflexivity check with which it tries to close the goal does not unfold that far.

The added `rfl` asks Lean to check that the two sides are equal by definition, and it may unfold more in doing so, which closes the goal. The comment above it only records the reason and has no effect on the proof.

As a diff, the version that Lean accepts:

```diff
@@ -31,4 +31,6 @@
   rw [displace, hc]
   simp only [mul_add, add_mul, mul_assoc]
+  -- both sides agree once the normed structure on matrices is unfolded
+  rfl
 
 end
```
